# With a bounded level shift and damping falling as \(w^{-3/2}\), spectral moments on \([1,\infty)\) are finite only up to the second

A many-body code can estimate the moments of a spectral function by integrating \(w^kA(w)\) over a frequency grid up to a cutoff \(\Lambda\), then enlarging \(\Lambda\) until the number settles. That procedure needs a finite limit. Whether there is one depends on how fast the damping in the self-energy decays at high frequency.

## The \(w^{-7/2}\) tail and the moments it allows

Let \(w\) be the frequency in a fixed unit, and write the retarded self-energy, with the bare level energy absorbed into its real part, as \(R(w)-i\,g(w)\). Here \(R\) is the level position and \(g\) is the damping, that is, minus the imaginary part of the self-energy; \(g\) is not a Green's function. The spectral function is

\[
A(w)=\frac{g(w)}{\pi\left[(w-R(w))^2+g(w)^2\right]} .
\]

Suppose that on \([1,\infty)\) both functions are continuous, \(R\) is bounded, \(g\) is positive, and \(w^{3/2}g(w)\to C>0\). Then

\[
w^{7/2}A(w)\to\frac{C}{\pi},\qquad
\int_1^\infty w^kA(w)\,dw<\infty\iff k\le 2
\]

for \(k=0,1,2,\dots\), and for every \(k\ge3\) the integral from 1 to \(\Lambda\) tends to \(+\infty\).

The constant \(C\) measures the strength of high-energy decay processes. Power counting for Coulomb scattering in a three-dimensional electron gas suggests the exponent: at fixed momentum and a frequency \(w\) far above the energy of a free electron with that momentum, the damping comes from final states with two fast electrons of nearly opposite momenta and a hole, with a squared matrix element scaling as \(w^{-2}\) and a density of final states scaling as \(w^{1/2}\).

## Cutoffs, sum rules and artificial broadening

For self-energies with this tail, a third moment that keeps growing with the grid is the correct behaviour of the integral, and a finer or longer grid will not cure it. The same applies to a high-frequency expansion of the Green's function whose coefficients are taken from spectral moments: the integral for the third moment does not converge absolutely.

Integrating the leading tail gives useful estimates, which go beyond the Lean theorems. For \(k\le2\), the part missing above \(\Lambda\) is about \(C\Lambda^{k-5/2}/[\pi(5/2-k)]\), so the second moment converges only as \(\Lambda^{-1/2}\). For \(k\ge3\), the cut-off moment grows as \(C\Lambda^{k-5/2}/[\pi(k-5/2)]\).

A fixed numerical broadening \(\eta>0\) added to \(g\) changes the answer. The damping then tends to \(\eta\) instead of zero, and the general theorem below leaves only the zeroth moment finite. A sum-rule check on the first or second moment should therefore avoid a constant broadening in the tail.

## From the Dyson equation to the divergent moments

At a given frequency the Dyson equation is \((w-R+ig)G=1\), so

\[
G=\frac{w-R-ig}{(w-R)^2+g^2},\qquad -\frac{\operatorname{Im}G}{\pi}=A .
\]

The argument works for a general exponent \(p>-1\), with \(w^pg(w)\to C>0\) and \(R(w)/w\to0\). If \(|R|\le B\), the second condition follows from \(|R(w)/w|\le B/w\). The damping is also small compared with the frequency:

\[
\frac{g(w)}{w}=\bigl(w^pg(w)\bigr)\,w^{-(p+1)}\to C\cdot0=0 .
\]

Taking \(w^2\) out of the denominator of \(A\) gives

\[
w^{p+2}A(w)=\frac{w^pg(w)}{\pi\left[(1-R/w)^2+(g/w)^2\right]}\to\frac{C}{\pi}=:c .
\]

Hence there is an \(N\ge1\) such that \(c/2<w^{p+2}A(w)<2c\) for all \(w\ge N\). Multiplying by \(w^{s-p-2}\), for any real \(s\), gives

\[
\frac c2\,w^{s-p-2}<w^sA(w)<2c\,w^{s-p-2}.
\]

The power \(w^{s-p-2}\) is integrable on \((N,\infty)\) exactly when \(s-p-2<-1\), that is, when \(s<p+1\). On \([1,N]\) the integrand is continuous and contributes a finite amount. So \(w^sA\) is integrable on \([1,\infty)\) exactly when \(s<p+1\). For \(p=3/2\) and natural \(k\), the condition \(k<5/2\) means \(k\le2\).

For the cut-off moments, set \(M_s(\Lambda)=\int_1^\Lambda w^sA(w)\,dw\). Since \(A>0\), this increases with \(\Lambda\), so it either tends to \(+\infty\) or has a finite limit. A finite limit would make the positive integrand integrable. When \(s\ge p+1\) that is impossible, and \(M_s(\Lambda)\to+\infty\).

## Lean code for the tail and its moments

```lean
import Mathlib

open Filter MeasureTheory Set
open scoped Topology Real

namespace SpectralMoments

noncomputable section

/-- The spectral function `A = g / (π ((w - R)² + g²))` of a self-energy `R - i g`,
meant for frequencies at which `w ≠ R w` or `g w ≠ 0`. -/
def spectral (R g : ℝ → ℝ) (w : ℝ) : ℝ :=
  g w / (π * ((w - R w) ^ 2 + (g w) ^ 2))

/-- If `G` solves the Dyson equation `(w - R + i g) G = 1`, then `-Im G / π` is the
spectral function. -/
theorem spectral_of_dyson {R g : ℝ → ℝ} {w : ℝ} {G : ℂ}
    (h : (⟨w - R w, g w⟩ : ℂ) * G = 1) : -G.im / π = spectral R g w := by
  have hG : G = (⟨w - R w, g w⟩ : ℂ)⁻¹ := eq_inv_of_mul_eq_one_right h
  have e : (w - R w) * (w - R w) + g w * g w = (w - R w) ^ 2 + (g w) ^ 2 := by ring
  rw [hG, Complex.inv_im, Complex.normSq_apply, spectral]
  change -(-(g w) / ((w - R w) * (w - R w) + g w * g w)) / π = _
  rw [e]
  generalize (w - R w) ^ 2 + (g w) ^ 2 = D
  ring

/-- The spectral function is positive wherever the damping `g` is positive. -/
theorem spectral_pos {R g : ℝ → ℝ} {w : ℝ} (hg : 0 < g w) : 0 < spectral R g w := by
  unfold spectral
  positivity

/-- For continuous `R` and continuous positive `g` on `[1, ∞)`, the moment integrand
`w^s A(w)` is continuous there. -/
theorem continuousOn_moment {R g : ℝ → ℝ} (hR : ContinuousOn R (Ici 1))
    (hg : ContinuousOn g (Ici 1)) (hpos : ∀ w ∈ Ici (1 : ℝ), 0 < g w) (s : ℝ) :
    ContinuousOn (fun w => w ^ s * spectral R g w) (Ici 1) := by
  have h1 : ContinuousOn (fun w : ℝ => w ^ s) (Ici 1) :=
    continuousOn_id.rpow_const fun w hw =>
      Or.inl (lt_of_lt_of_le one_pos (mem_Ici.1 hw)).ne'
  refine h1.mul (hg.div (continuousOn_const.mul
    (((continuousOn_id.sub hR).pow 2).add (hg.pow 2))) fun w hw => ?_)
  have := hpos w hw
  have h2 : 0 < π * ((w - R w) ^ 2 + (g w) ^ 2) := by positivity
  exact h2.ne'

/-- If `R(w)/w → 0` and `w^p g(w) → C` with `p > -1`, then `w^(p+2) A(w) → C/π`. -/
theorem spectral_tail {R g : ℝ → ℝ} {p C : ℝ} (hp : -1 < p)
    (hR : Tendsto (fun w => R w / w) atTop (𝓝 0))
    (hg : Tendsto (fun w => w ^ p * g w) atTop (𝓝 C)) :
    Tendsto (fun w => w ^ (p + 2) * spectral R g w) atTop (𝓝 (C / π)) := by
  -- the damping is negligible compared with the frequency
  have hgw : Tendsto (fun w => g w / w) atTop (𝓝 0) := by
    have h := hg.mul (tendsto_rpow_neg_atTop (show 0 < p + 1 by linarith))
    rw [mul_zero] at h
    refine h.congr' ?_
    filter_upwards [eventually_gt_atTop 0] with w hw
    have e : w ^ p * w ^ (-(p + 1)) = w⁻¹ := by
      rw [← Real.rpow_add hw, show p + -(p + 1) = -1 by ring, Real.rpow_neg_one]
    rw [div_eq_mul_inv, ← e]
    ring
  have hden : Tendsto (fun w => π * ((1 - R w / w) ^ 2 + (g w / w) ^ 2)) atTop (𝓝 π) := by
    have h := (((hR.const_sub 1).pow 2).add (hgw.pow 2)).const_mul π
    simpa using h
  refine (hg.div hden Real.pi_ne_zero).congr' ?_
  filter_upwards [eventually_gt_atTop 0] with w hw
  have h1 : w * (R w / w) = R w := by field_simp
  have h2 : w * (g w / w) = g w := by field_simp
  have hD : (w - R w) ^ 2 + (g w) ^ 2 = w ^ 2 * ((1 - R w / w) ^ 2 + (g w / w) ^ 2) := by
    calc _ = (w - w * (R w / w)) ^ 2 + (w * (g w / w)) ^ 2 := by rw [h1, h2]
      _ = _ := by ring
  change w ^ p * g w / (π * ((1 - R w / w) ^ 2 + (g w / w) ^ 2)) = _
  rw [spectral, hD, Real.rpow_add hw, Real.rpow_two]
  generalize (1 - R w / w) ^ 2 + (g w / w) ^ 2 = D
  rw [← mul_div_mul_left (w ^ p * g w) (π * D) (pow_ne_zero 2 hw.ne')]
  ring

/-- Let `R`, `g` be continuous on `[1, ∞)`, `g > 0`, `R(w)/w → 0` and `w^p g(w) → C > 0`
with `p > -1`. Then `w^s A(w)` is integrable on `[1, ∞)` exactly when `s < p + 1`. -/
theorem moment_integrable_iff {R g : ℝ → ℝ} {p C : ℝ} (hp : -1 < p) (hC : 0 < C)
    (hRc : ContinuousOn R (Ici 1)) (hgc : ContinuousOn g (Ici 1))
    (hpos : ∀ w ∈ Ici (1 : ℝ), 0 < g w)
    (hR : Tendsto (fun w => R w / w) atTop (𝓝 0))
    (hg : Tendsto (fun w => w ^ p * g w) atTop (𝓝 C)) (s : ℝ) :
    IntegrableOn (fun w => w ^ s * spectral R g w) (Ici 1) ↔ s < p + 1 := by
  have hcont := continuousOn_moment hRc hgc hpos s
  have hl := spectral_tail hp hR hg
  have hc : 0 < C / π := div_pos hC Real.pi_pos
  generalize C / π = c at hl hc
  -- beyond `N` the rescaled tail lies between `c/2` and `2c`
  obtain ⟨M, hM⟩ := eventually_atTop.1 (hl.eventually
    (Ioo_mem_nhds (show c / 2 < c by linarith) (show c < 2 * c by linarith)))
  obtain ⟨N, hMN, hN⟩ : ∃ N, M ≤ N ∧ 1 ≤ N := ⟨max M 1, le_max_left _ _, le_max_right _ _⟩
  have hN0 : 0 < N := by linarith
  have hsub : Ioi N ⊆ Ici (1 : ℝ) := fun w hw => hN.trans (le_of_lt hw)
  have hfac : ∀ w : ℝ, 0 < w → w ^ s * spectral R g w
      = w ^ (s - p - 2) * (w ^ (p + 2) * spectral R g w) := fun w hw => by
    rw [← mul_assoc, ← Real.rpow_add hw, show s - p - 2 + (p + 2) = s by ring]
  constructor
  · intro h
    have h1 : IntegrableOn (fun w : ℝ => w ^ (s - p - 2)) (Ioi N) := by
      refine Integrable.mono' (Integrable.const_mul (h.mono_set hsub) (2 / c))
        (by fun_prop : Measurable fun w : ℝ => w ^ (s - p - 2)).aestronglyMeasurable ?_
      filter_upwards [ae_restrict_mem measurableSet_Ioi] with w hw
      have hw0 : 0 < w := hN0.trans hw
      have hx : 0 ≤ w ^ (s - p - 2) := Real.rpow_nonneg hw0.le _
      have hb := (hM w (hMN.trans (le_of_lt hw))).1
      have h2 : 1 ≤ 2 / c * (w ^ (p + 2) * spectral R g w) := by
        rw [div_mul_eq_mul_div, le_div_iff₀ hc]
        linarith
      have key : w ^ (s - p - 2) ≤ 2 / c * (w ^ s * spectral R g w) := by
        rw [hfac w hw0]
        linarith [mul_le_mul_of_nonneg_left h2 hx]
      exact (Real.norm_of_nonneg hx).trans_le key
    have := (integrableOn_Ioi_rpow_iff hN0).1 h1
    linarith
  · intro h
    have h1 : IntegrableOn (fun w : ℝ => w ^ (s - p - 2)) (Ioi N) :=
      (integrableOn_Ioi_rpow_iff hN0).2 (by linarith)
    rw [← Icc_union_Ioi_eq_Ici hN]
    refine IntegrableOn.union (hcont.mono Icc_subset_Ici_self).integrableOn_Icc ?_
    refine Integrable.mono' (Integrable.const_mul h1 (2 * c))
      ((hcont.mono hsub).aestronglyMeasurable measurableSet_Ioi) ?_
    filter_upwards [ae_restrict_mem measurableSet_Ioi] with w hw
    have hw0 : 0 < w := hN0.trans hw
    have hx : 0 ≤ w ^ (s - p - 2) := Real.rpow_nonneg hw0.le _
    have hb := (hM w (hMN.trans (le_of_lt hw))).2
    have key : w ^ s * spectral R g w ≤ 2 * c * w ^ (s - p - 2) := by
      rw [hfac w hw0]
      linarith [mul_le_mul_of_nonneg_left hb.le hx]
    exact (Real.norm_of_nonneg (mul_nonneg (Real.rpow_nonneg hw0.le _)
      (spectral_pos (hpos w (hsub hw))).le)).trans_le key

/-- For `R` and `g` continuous on `[1, ∞)` with `g > 0`: if `w^s A(w)` is not integrable on
`[1, ∞)`, its integral from `1` to a cutoff `Λ` tends to `+∞` as `Λ → ∞`. -/
theorem cutoff_moment_diverges {R g : ℝ → ℝ} (hRc : ContinuousOn R (Ici 1))
    (hgc : ContinuousOn g (Ici 1)) (hpos : ∀ w ∈ Ici (1 : ℝ), 0 < g w) {s : ℝ}
    (hs : ¬ IntegrableOn (fun w => w ^ s * spectral R g w) (Ici 1)) :
    Tendsto (fun Λ : ℝ => ∫ w in (1 : ℝ)..Λ, w ^ s * spectral R g w) atTop atTop := by
  have hcont := continuousOn_moment hRc hgc hpos s
  have hnn : ∀ w : ℝ, 1 < w → 0 ≤ w ^ s * spectral R g w := fun w hw =>
    mul_nonneg (Real.rpow_nonneg (by linarith) _) (spectral_pos (hpos w hw.le)).le
  obtain ⟨f, hf⟩ : ∃ f : ℝ → ℝ, ∀ w, f w = w ^ s * spectral R g w := ⟨_, fun _ => rfl⟩
  simp only [← hf] at hs hcont hnn ⊢
  have hint : ∀ Λ : ℝ, IntegrableOn f (Ioc 1 Λ) := fun Λ =>
    (hcont.mono Icc_subset_Ici_self).integrableOn_Icc.mono_set Ioc_subset_Icc_self
  -- the integrand is positive, so the cut-off moment grows with the cutoff
  have hmono : Monotone (fun Λ : ℝ => ∫ w in Ioc 1 Λ, f w) := fun a b hab =>
    setIntegral_mono_set (hint b)
      ((ae_restrict_mem measurableSet_Ioc).mono fun w hw => hnn w hw.1)
      (Ioc_subset_Ioc_right hab).eventuallyLE
  rcases tendsto_atTop_of_monotone hmono with h | ⟨l, h⟩
  · refine h.congr' ?_
    filter_upwards [eventually_ge_atTop 1] with Λ hΛ
    exact (intervalIntegral.integral_of_le hΛ).symm
  · -- a finite limit would make the integrand integrable
    have hI : IntegrableOn f (Ioi 1) := by
      refine integrableOn_Ioi_of_intervalIntegral_norm_tendsto l 1 hint tendsto_id
        (h.congr' ?_)
      filter_upwards [eventually_ge_atTop 1] with Λ hΛ
      change (∫ w in Ioc 1 Λ, f w) = ∫ w in (1 : ℝ)..Λ, ‖f w‖
      rw [intervalIntegral.integral_of_le hΛ]
      exact setIntegral_congr_fun measurableSet_Ioc
        fun w hw => (Real.norm_of_nonneg (hnn w hw.1)).symm
    refine absurd ?_ hs
    rw [← Icc_union_Ioi_eq_Ici (le_refl (1 : ℝ))]
    exact IntegrableOn.union (hcont.mono Icc_subset_Ici_self).integrableOn_Icc hI

/-- Let `R` be continuous and bounded and `g` continuous and positive on `[1, ∞)`, with
`w^(3/2) g(w) → C > 0`. Then `w^(7/2) A(w) → C/π`, the moment integrand `w^k A(w)` is integrable on
`[1, ∞)` exactly for `k ≤ 2`, and for `k ≥ 3` its integral from `1` to a cutoff `Λ` tends to `+∞` as
`Λ → ∞`; here `k` is a natural number. -/
theorem higher_moments_diverge {R g : ℝ → ℝ} {B C : ℝ} (hC : 0 < C)
    (hRc : ContinuousOn R (Ici 1)) (hRb : ∀ w ∈ Ici (1 : ℝ), |R w| ≤ B)
    (hgc : ContinuousOn g (Ici 1)) (hpos : ∀ w ∈ Ici (1 : ℝ), 0 < g w)
    (hg : Tendsto (fun w => w ^ (3 / 2 : ℝ) * g w) atTop (𝓝 C)) :
    Tendsto (fun w => w ^ (7 / 2 : ℝ) * spectral R g w) atTop (𝓝 (C / π)) ∧
    (∀ k : ℕ, IntegrableOn (fun w => w ^ k * spectral R g w) (Ici 1) ↔ k ≤ 2) ∧
    ∀ k : ℕ, 3 ≤ k →
      Tendsto (fun Λ : ℝ => ∫ w in (1 : ℝ)..Λ, w ^ k * spectral R g w) atTop atTop := by
  -- a bounded level shift is negligible compared with the frequency
  have hR : Tendsto (fun w => R w / w) atTop (𝓝 0) := by
    have h0 : Tendsto (fun w : ℝ => B * w⁻¹) atTop (𝓝 0) := by
      simpa using (tendsto_inv_atTop_zero (𝕜 := ℝ)).const_mul B
    refine squeeze_zero_norm' ?_ h0
    filter_upwards [eventually_ge_atTop 1] with w hw
    have hw0 : 0 < w := by linarith
    rw [Real.norm_eq_abs, abs_div, abs_of_pos hw0, div_eq_mul_inv]
    exact mul_le_mul_of_nonneg_right (hRb w hw) (inv_nonneg.2 hw0.le)
  have hp : (-1 : ℝ) < 3 / 2 := by norm_num
  have hiff : ∀ k : ℕ,
      IntegrableOn (fun w => w ^ (k : ℝ) * spectral R g w) (Ici 1) ↔ k ≤ 2 := fun k => by
    rw [moment_integrable_iff hp hC hRc hgc hpos hR hg]
    constructor
    · intro h
      by_contra hk
      have h3 : (3 : ℝ) ≤ k := by exact_mod_cast (show 3 ≤ k by omega)
      linarith
    · intro h
      have h2 : (k : ℝ) ≤ 2 := by exact_mod_cast h
      linarith
  refine ⟨?_, fun k => ?_, fun k hk => ?_⟩
  · have h := spectral_tail hp hR hg
    rwa [show (3 / 2 : ℝ) + 2 = 7 / 2 by norm_num] at h
  · simpa only [Real.rpow_natCast] using hiff k
  · have h := cutoff_moment_diverges hRc hgc hpos (s := (k : ℝ))
      (fun h => by have := (hiff k).1 h; omega)
    simpa only [Real.rpow_natCast] using h

end

end SpectralMoments
```

```lean
#print axioms SpectralMoments.spectral_of_dyson
#print axioms SpectralMoments.higher_moments_diverge
```

```
'SpectralMoments.spectral_of_dyson' depends on axioms: [propext, Classical.choice, Quot.sound]
'SpectralMoments.higher_moments_diverge' depends on axioms: [propext, Classical.choice, Quot.sound]
```

## How the Lean statements express the physics

The definition `spectral R g w` is \(A(w)\), normalised as \(-\operatorname{Im}G/\pi\); texts that define the spectral function as \(-2\operatorname{Im}G\) have an extra factor \(2\pi\). In `spectral_of_dyson`, the expression `⟨w - R w, g w⟩` is the complex number with those real and imaginary parts, and `G` is the value of the Green's function at one frequency.

The final theorem is `higher_moments_diverge`. `R` and `g` are real functions on the whole line, but the hypotheses constrain them only on `Ici 1`, the interval \([1,\infty)\). There `hRc` and `hgc` state continuity, `hRb` bounds \(|R|\) by `B`, `hpos` makes the damping positive, and `hg` fixes its tail. The conclusion has three parts: the limit of \(w^{7/2}A\), the criterion \(k\le2\) for Lebesgue integrability (`IntegrableOn`), and the divergence of the cut-off integrals for \(k\ge3\).

The more general `moment_integrable_iff` allows any real \(p>-1\) and any real moment order \(s\). The case \(p=0\) is the constant broadening discussed above.

## How the lemmas carry the argument

`spectral_pos` and `continuousOn_moment` supply the positivity and continuity of the integrand. `spectral_tail` first shows \(g/w\to0\), then the limit \(\pi\) of the rescaled denominator, and divides the two limits. Its algebraic identities are needed only for \(w>0\), which holds eventually.

In `moment_integrable_iff`, the limit yields the bounds \(c/2\) and \(2c\) beyond `N`. Each direction of the equivalence uses one of them through `Integrable.mono'`, which passes integrability from a larger function to a smaller one. The lower bound transfers integrability from the moment to the pure power, and the upper bound transfers it back. `integrableOn_Ioi_rpow_iff` is the known criterion for powers.

`cutoff_moment_diverges` proves monotonicity in \(\Lambda\) and splits into the two cases with `tendsto_atTop_of_monotone`; the finite limit contradicts non-integrability. The final theorem derives \(R/w\to0\) from the bound, sets \(p=3/2\), and turns \(k<5/2\) into \(k\le2\) for natural numbers.

## What a calculation must supply

The step left to the user is to show that the self-energy of the actual system satisfies the hypotheses: continuity, positive damping and a bounded level position on \([1,\infty)\), and above all the assumed tail. The theorems take `R` and `g` as given functions: they neither derive the exponent from an interaction nor impose the causality relation between the real and imaginary parts.

The model has a single scalar self-energy and a continuous spectrum reaching to infinite frequency. A Hamiltonian in a finite basis has a bounded spectrum and finite moments of every order, so the tail hypothesis fails there. In a sequence of growing bases, the continuum divergence can appear only as growth with basis size.

The integrals start at \(w=1\). Failure of integrability there already rules out an absolutely convergent moment over the full line, since a function integrable on the line is integrable on every half-line. Finiteness for \(k\le2\) concerns only this half-line; the full moment also needs control of the remaining frequencies, including any undamped peaks.
